# A leak $s$ in an $n$-level excitation ladder with unit steps gives the raising operator eigenvalues of modulus $|s|^{1/n}$

## The ladder and its leak

Let $e_0,\dots,e_{n-1}$ be the standard basis of $\mathbb{C}^n$, with $e_0$ the reference and $e_k$ the $k$-th excitation level. The raising operator $M$ is defined by

$$Me_k=e_{k+1}\quad(k<n-1),\qquad Me_{n-1}=s\,e_0 .$$

All upward amplitudes are set to 1, and the moduli found below depend on this normalisation. $M$ is not a Hamiltonian and is in general not Hermitian, so its eigenvalues are not energies. The complex number $s$ is postulated. For $n\geq2$ it stands for a de-excitation amplitude from the top level to the reference, which a pure excitation operator lacks; for $n=1$ the two levels coincide and $s$ is a diagonal entry.

```lean
import Mathlib

open Matrix

namespace LeakyExcitationLadder
```

In Lean, `ladder n s` is the matrix of $M$, `Fin n` numbers the levels from 0, `Pi.single k 1` is $e_k$, and `*ᵥ` applies a matrix to a vector.

```lean
/-- The raising operator on a ladder of `n` levels, reference included, with an amplitude `s` that
leads from the top level back to the reference level `0`. -/
def ladder (n : ℕ) (s : ℂ) : Matrix (Fin n) (Fin n) ℂ :=
  Matrix.of fun i k =>
    if k.val + 1 = i.val then 1 else if k.val + 1 = n ∧ i.val = 0 then s else 0
```

The unnormalised vector `mode n z` has components $v_k=z^{n-1-k}$ and will serve as an eigenvector.

```lean
/-- The vector whose component on level `k` is `z ^ (n - 1 - k)`. -/
def mode (n : ℕ) (z : ℂ) : Fin n → ℂ := fun k => z ^ (n - 1 - k.val)
```

## Staying below the top: $k+1<n$

This condition says that there is a level above $k$ to be excited into. Without it the raising rule fails: the top level goes to $s\,e_0$. Both rules are checked entry by entry, with `omega` settling the index cases.

```lean
/-- Below the top of the ladder, the operator raises level `k` to level `k + 1`. -/
theorem ladder_raise {n : ℕ} (s : ℂ) (k : ℕ) (hk : k + 1 < n) :
    ladder n s *ᵥ Pi.single (⟨k, by omega⟩ : Fin n) 1
      = Pi.single (⟨k + 1, hk⟩ : Fin n) 1 := by
  ext i
  rw [Matrix.mulVec_single_one]
  change ladder n s i ⟨k, by omega⟩ = _
  simp only [ladder, Matrix.of_apply, Pi.single_apply, Fin.ext_iff]
  split_ifs <;> first | (exfalso; omega) | rfl

/-- The top level is sent to `s` times the reference level. -/
theorem ladder_top (m : ℕ) (s : ℂ) :
    ladder (m + 1) s *ᵥ Pi.single (⟨m, by omega⟩ : Fin (m + 1)) 1
      = s • Pi.single (⟨0, by omega⟩ : Fin (m + 1)) (1 : ℂ) := by
  ext i
  rw [Matrix.mulVec_single_one]
  change ladder (m + 1) s i ⟨m, by omega⟩ = _
  have hi := i.isLt
  simp only [ladder, Matrix.of_apply, Pi.smul_apply, Pi.single_apply, Fin.ext_iff, smul_eq_mul,
    true_and]
  split_ifs <;> first | (exfalso; omega) | simp
```

Induction on $k$ gives $M^ke_0=e_k$ for $k<n$. The bound is needed here too, since one more step from the top closes the loop.

```lean
/-- Raising the reference level `k` times gives level `k`. -/
theorem ladder_pow_reference {n : ℕ} (s : ℂ) (k : ℕ) (hk : k < n) :
    ladder n s ^ k *ᵥ Pi.single (⟨0, by omega⟩ : Fin n) 1
      = Pi.single (⟨k, hk⟩ : Fin n) 1 := by
  induction k with
  | zero => rw [pow_zero, Matrix.one_mulVec]
  | succ k ih =>
    rw [pow_succ', ← Matrix.mulVec_mulVec, ih (by omega), ladder_raise s k hk]
```

Hence $M^ne_0=Me_{n-1}=s\,e_0$. Powers of $M$ commute, so for every level

$$M^ne_k=M^nM^ke_0=M^kM^ne_0=s\,M^ke_0=s\,e_k,$$

and therefore $M^n=s\,1$. In the proof, `h0` is the full turn from the reference and `h` extends it to all levels. The identity also holds for the empty matrix, $n=0$.

```lean
/-- The `n`-th power of the raising operator on `n` levels is `s` times the identity. -/
theorem ladder_pow_card (n : ℕ) (s : ℂ) :
    ladder n s ^ n = s • (1 : Matrix (Fin n) (Fin n) ℂ) := by
  rcases n with _ | m
  · ext i
    exact i.elim0
  -- one full turn around the ladder, starting from the reference
  have h0 : ladder (m + 1) s ^ (m + 1) *ᵥ Pi.single (⟨0, by omega⟩ : Fin (m + 1)) 1
      = s • Pi.single (⟨0, by omega⟩ : Fin (m + 1)) (1 : ℂ) := by
    rw [pow_succ', ← Matrix.mulVec_mulVec, ladder_pow_reference s m (by omega), ladder_top]
  -- every level is reached from the reference, and powers commute
  have h : ∀ k : Fin (m + 1), ladder (m + 1) s ^ (m + 1) *ᵥ Pi.single k 1
      = s • Pi.single k (1 : ℂ) := by
    intro k
    have hk : Pi.single k (1 : ℂ)
        = ladder (m + 1) s ^ k.val *ᵥ Pi.single (⟨0, by omega⟩ : Fin (m + 1)) 1 :=
      (ladder_pow_reference s k.val k.isLt).symm
    rw [hk, Matrix.mulVec_mulVec, pow_mul_comm (ladder (m + 1) s) (m + 1) k.val,
      ← Matrix.mulVec_mulVec, h0, Matrix.mulVec_smul]
  ext i k
  have hik := congrFun (h k) i
  rw [Matrix.mulVec_single_one] at hik
  change (ladder (m + 1) s ^ (m + 1)) i k = _ at hik
  rw [hik]
  simp [Pi.single_apply, Matrix.one_apply]
```

## At least one level: $n>0$

The condition `0 < n` says that the reference exists. By hand it supplies the component $v_{n-1}=1$, which makes the mode nonzero even at $z=0$. With $s=z^n$,

$$(Mv)_0=s\,v_{n-1}=z^n=z\,v_0,\qquad (Mv)_i=v_{i-1}=z^{n-i}=z\,v_i\quad(i>0).$$

The proof makes the same case split; `Finset.sum_eq_single` keeps the one level that feeds each component.

```lean
/-- With at least one level and the amplitude `s = z ^ n`, `mode n z` is nonzero and satisfies the
eigenvalue equation with eigenvalue `z`. -/
theorem ladder_mode {n : ℕ} (hn : 0 < n) (z : ℂ) :
    mode n z ≠ 0 ∧ ladder n (z ^ n) *ᵥ mode n z = z • mode n z := by
  constructor
  · intro h
    have h1 := congrFun h ⟨n - 1, by omega⟩
    simp [mode] at h1
  ext i
  have hi' := i.isLt
  simp only [Matrix.mulVec, dotProduct, Pi.smul_apply, smul_eq_mul]
  by_cases hi : i.val = 0
  · -- the reference component is fed by the top level only
    rw [Finset.sum_eq_single (⟨n - 1, by omega⟩ : Fin n)]
    · have entry : ladder n (z ^ n) i ⟨n - 1, by omega⟩ = z ^ n := by
        simp only [ladder, Matrix.of_apply]
        rw [if_neg (by omega), if_pos (by omega)]
      have e : n - 1 + 1 = n := by omega
      rw [entry]
      change z ^ n * z ^ (n - 1 - (n - 1)) = z * z ^ (n - 1 - i.val)
      rw [hi, Nat.sub_self, pow_zero, mul_one, Nat.sub_zero, ← pow_succ', e]
    · intro k _ hk
      have hk' : k.val ≠ n - 1 := fun h => hk (Fin.ext h)
      simp only [ladder, Matrix.of_apply]
      rw [if_neg (by omega), if_neg (by omega), zero_mul]
    · intro h
      exact absurd (Finset.mem_univ _) h
  · -- every other component is fed by the level just below
    rw [Finset.sum_eq_single (⟨i.val - 1, by omega⟩ : Fin n)]
    · have entry : ladder n (z ^ n) i ⟨i.val - 1, by omega⟩ = 1 := by
        simp only [ladder, Matrix.of_apply]
        rw [if_pos (by omega)]
      have e : n - 1 - (i.val - 1) = n - 1 - i.val + 1 := by omega
      rw [entry]
      change 1 * z ^ (n - 1 - (i.val - 1)) = z * z ^ (n - 1 - i.val)
      rw [one_mul, e, pow_succ']
    · intro k _ hk
      have hk' : k.val ≠ i.val - 1 := fun h => hk (Fin.ext h)
      simp only [ladder, Matrix.of_apply]
      rw [if_neg (by omega), if_neg (by omega), zero_mul]
    · intro h
      exact absurd (Finset.mem_univ _) h
```

Conversely, $Mv=zv$ gives $M^nv=z^nv$ by induction, while $M^nv=sv$. Comparing a nonzero component yields $z^n=s$. The eigenvalues are thus exactly the complex $n$-th roots of $s$.

```lean
/-- With at least one level, the eigenvalues of the raising operator are exactly the complex `n`-th
roots of `s`. -/
theorem ladder_eigenvalue_iff {n : ℕ} (hn : 0 < n) (s z : ℂ) :
    (∃ v : Fin n → ℂ, v ≠ 0 ∧ ladder n s *ᵥ v = z • v) ↔ z ^ n = s := by
  constructor
  · rintro ⟨v, hv, h⟩
    have hpow : ∀ k : ℕ, ladder n s ^ k *ᵥ v = z ^ k • v := by
      intro k
      induction k with
      | zero => rw [pow_zero, pow_zero, Matrix.one_mulVec, one_smul]
      | succ k ih =>
        rw [pow_succ', ← Matrix.mulVec_mulVec, ih, Matrix.mulVec_smul, h, smul_smul, pow_succ]
    have hs := hpow n
    rw [ladder_pow_card, Matrix.smul_mulVec, Matrix.one_mulVec] at hs
    -- compare a component in which the eigenvector does not vanish
    obtain ⟨i, hi⟩ := Function.ne_iff.mp hv
    have hsi : s * v i = z ^ n * v i := congrFun hs i
    exact (mul_right_cancel₀ hi hsi).symm
  · rintro rfl
    exact ⟨mode n z, ladder_mode hn z⟩
```

For $n=0$ the equivalence fails: $z^0=1$ holds at $s=1$, but there is no nonzero vector.

## A genuine state: $v\neq0$

An eigenvector must be a nonzero vector. The hypothesis `hv` provides the component by which the equation is divided, and here it also forces $n>0$. Without it, $v=0$ would satisfy $Mv=zv$ for every $z$. Taking moduli in $z^n=s$ gives $|z|^n=|s|$.

```lean
/-- Every eigenvalue `z` of the raising operator satisfies `|z| ^ n = |s|`. -/
theorem ladder_eigenvalue_norm {n : ℕ} (s z : ℂ) (v : Fin n → ℂ) (hv : v ≠ 0)
    (h : ladder n s *ᵥ v = z • v) : ‖z‖ ^ n = ‖s‖ := by
  obtain ⟨i, _⟩ := Function.ne_iff.mp hv
  have hn : 0 < n := lt_of_le_of_lt (Nat.zero_le _) i.isLt
  rw [← norm_pow, (ladder_eigenvalue_iff hn s z).mp ⟨v, hv, h⟩]
```

## No leak: $s=0$

If $s=0$, then $M^n=0$. If $M^k=0$ for some $k$, then $s^k1=(M^n)^k=(M^k)^n=0$, so $s=0$. The last two steps use $n>0$: it makes $0^n=0$ and provides a diagonal entry from which to read $s^k=0$. With no levels, $M$ is nilpotent whatever $s$ is.

In coupled-cluster theory, nilpotency makes the exponential series of an excitation operator terminate; in this finite, one-parameter model, any nonzero leak destroys that property.

```lean
/-- With at least one level, the raising operator is nilpotent exactly when the amplitude `s`
vanishes. -/
theorem ladder_nilpotent_iff {n : ℕ} (hn : 0 < n) (s : ℂ) :
    IsNilpotent (ladder n s) ↔ s = 0 := by
  constructor
  · rintro ⟨k, hk⟩
    have h : (s • (1 : Matrix (Fin n) (Fin n) ℂ)) ^ k = 0 := by
      rw [← ladder_pow_card, ← pow_mul, mul_comm, pow_mul, hk, zero_pow hn.ne']
    rw [smul_pow, one_pow] at h
    have h2 : s ^ k = 0 := by
      simpa using congrFun (congrFun h ⟨0, hn⟩) ⟨0, hn⟩
    exact IsNilpotent.eq_zero ⟨k, h2⟩
  · rintro rfl
    exact ⟨n, by rw [ladder_pow_card, zero_smul]⟩
```

## At least two levels, and an arbitrarily small leak

The condition $n\geq2$ means that there is a real excitation above the reference; $\delta>0$ is the tolerance on the leak. The claim is that for every real $C$ there is an $s$ with $0<|s|<\delta$ and an eigenvalue $z$ with $|z|>C|s|$, so no bound linear in $|s|$ holds for small leaks. Given any real $C$, put

$$t=\frac{\delta}{\delta+1+|C|\delta},\qquad s=t^n .$$

Then $0<t<1$, $t<\delta$ and $|C|t<1$. Since $n\geq2$, $|s|=t^n\leq t^2<t<\delta$, and

$$C|s|\leq|C|t^2<t .$$

The eigenvalue $z=t$ therefore exceeds $C|s|$ in modulus. In the proof, `hp` is the step $t^n\leq t^2$, and `h1`, `h2`, `h3` form the last chain.

For $n=4$ and $s=10^{-4}$ the eigenvalues are $\pm0.1$ and $\pm0.1\,i$, a thousand times larger than the leak in modulus. For $z=0.1$ the mode is $v=(0.001,0.01,0.1,1)$, and $Mv=(0.0001,0.001,0.01,0.1)=0.1\,v$.

With one level, $M=(s)$ and the only eigenvalue is $s$, so the claim already fails for $C=1$. With $\delta\leq0$ no $s$ satisfies $|s|<\delta$.

The theorem concerns this particular family of matrices; it does not derive a leak from a Hamiltonian or treat a many-electron cluster operator.

```lean
/-- With at least two levels, for any constant `C` there are arbitrarily small nonzero
amplitudes `s` for which the raising operator has an eigenvalue of modulus above `C * |s|`. -/
theorem nilpotency_not_robust {n : ℕ} (hn : 2 ≤ n) (C δ : ℝ) (hδ : 0 < δ) :
    ∃ s : ℂ, s ≠ 0 ∧ ‖s‖ < δ ∧
      ∃ (z : ℂ) (v : Fin n → ℂ), v ≠ 0 ∧ ladder n s *ᵥ v = z • v ∧ C * ‖s‖ < ‖z‖ := by
  -- a sufficiently small positive eigenvalue t
  obtain ⟨t, ht0, ht1, htδ, hCt⟩ : ∃ t : ℝ, 0 < t ∧ t < 1 ∧ t < δ ∧ |C| * t < 1 := by
    have hC : 0 ≤ |C| * δ := mul_nonneg (abs_nonneg C) hδ.le
    have hD : 0 < δ + 1 + |C| * δ := by linarith
    refine ⟨δ / (δ + 1 + |C| * δ), div_pos hδ hD, ?_, ?_, ?_⟩
    · rw [div_lt_one hD]
      linarith
    · exact div_lt_self hδ (by linarith)
    · rw [← mul_div_assoc, div_lt_one hD]
      linarith
  have hz : ‖(t : ℂ)‖ = t := by rw [Complex.norm_real, Real.norm_of_nonneg ht0.le]
  have hs : ‖(t : ℂ) ^ n‖ = t ^ n := by rw [norm_pow, hz]
  have hp : t ^ n ≤ t ^ 2 := pow_le_pow_of_le_one ht0.le ht1.le hn
  have hmode := ladder_mode (n := n) (by omega) (t : ℂ)
  refine ⟨(t : ℂ) ^ n, pow_ne_zero n (Complex.ofReal_ne_zero.mpr ht0.ne'), ?_,
    (t : ℂ), mode n t, hmode.1, hmode.2, ?_⟩
  · rw [hs]
    nlinarith
  · rw [hs, hz]
    have h1 : C * t ^ n ≤ |C| * t ^ n :=
      mul_le_mul_of_nonneg_right (le_abs_self C) (pow_nonneg ht0.le n)
    have h2 : |C| * t ^ n ≤ |C| * t ^ 2 := mul_le_mul_of_nonneg_left hp (abs_nonneg C)
    have h3 : |C| * t * t < 1 * t := mul_lt_mul_of_pos_right hCt ht0
    nlinarith

end LeakyExcitationLadder
```

```lean
#print axioms LeakyExcitationLadder.ladder_eigenvalue_iff
-- 'LeakyExcitationLadder.ladder_eigenvalue_iff' depends on axioms: [propext, Classical.choice, Quot.sound]
#print axioms LeakyExcitationLadder.ladder_eigenvalue_norm
-- 'LeakyExcitationLadder.ladder_eigenvalue_norm' depends on axioms: [propext, Classical.choice, Quot.sound]
#print axioms LeakyExcitationLadder.ladder_nilpotent_iff
-- 'LeakyExcitationLadder.ladder_nilpotent_iff' depends on axioms: [propext, Classical.choice, Quot.sound]
#print axioms LeakyExcitationLadder.nilpotency_not_robust
-- 'LeakyExcitationLadder.nilpotency_not_robust' depends on axioms: [propext, Classical.choice, Quot.sound]
```
